# RFO converges from every start on $\sqrt{1+x^2}$, where Newton's iteration diverges from $x=2$

Take the energy curve $f(x)=\sqrt{1+x^2}$, with its minimum at $0$, and start at $x=2$. The gradient is $g=f'(2)=2/\sqrt5\approx0.894$ and the curvature is $h=f''(2)=1/5^{3/2}\approx0.089$. Newton's step $-g/h=-10$ lands at $-8$, and the next one at $512$. The step of rational function optimization (RFO),

$$s=\frac{-2g}{h+\sqrt{h^2+4g^2}}\approx-0.951,$$

lands at about $1.049$, closer to the minimum.

The curve is convex but straightens far out: its slope tends to $\pm1$ while its curvature tends to $0$, so dividing by the curvature gives huge steps. In the RFO step the root is at least $2|g|$, so for $h>0$ its length stays below $1$.

RFO is used for geometry optimization in electronic structure; the result here concerns one coordinate, exact derivatives and this one curve.

```lean
import Mathlib

open Filter Topology Matrix

namespace RFOGlobalConvergence

noncomputable section
```

## The curve and the two update rules

The coordinate and the energy are dimensionless. The $1$ under the root fixes the width of the well and its energy at the minimum.

```lean
/-- The model energy curve `√(1 + x²)`. -/
def energy (x : ℝ) : ℝ := √(1 + x ^ 2)
```

Newton's rule moves to the stationary point of the local quadratic model, $x\mapsto x-f'(x)/f''(x)$. In Lean, `deriv f` is the derivative of `f` where it exists and $0$ elsewhere, and division by zero gives $0$, so the rule is formally defined for any function and not only for this curve.

```lean
/-- Newton's update `x - f'(x) / f''(x)`, meant for points where `f''(x) ≠ 0`. -/
def newtonMap (f : ℝ → ℝ) (x : ℝ) : ℝ := x - deriv f x / deriv (deriv f) x
```

RFO instead minimizes the rational model of the energy change

$$\frac{g s+\tfrac12 h s^2}{1+s^2}.$$

The $1$ in the denominator sets a length scale for the step, so the result of an RFO step depends on the unit of the coordinate.

```lean
/-- The RFO step for gradient `g` and curvature `h`, meant for `g ≠ 0` or `h > 0`. -/
def rfoStep (g h : ℝ) : ℝ := -2 * g / (h + √(h ^ 2 + 4 * g ^ 2))

/-- The RFO update of a point `x` on the curve `f`, meant for `f'(x) ≠ 0` or `f''(x) > 0`. -/
def rfoMap (f : ℝ → ℝ) (x : ℝ) : ℝ := x + rfoStep (deriv f x) (deriv (deriv f) x)
```

## The RFO step as the lowest eigenvector

The rational model is half the Rayleigh quotient of the augmented Hessian

$$A=\begin{pmatrix}0&g\\ g&h\end{pmatrix}$$

in the vector $(1,s)$. Many texts put the gradient entries last and write the vector as $(s,1)$; the order is reversed here.

```lean
/-- The augmented Hessian of rational function optimization in one dimension. -/
def augmentedHessian (g h : ℝ) : Matrix (Fin 2) (Fin 2) ℝ := !![0, g; g, h]
```

The first row of $A(1,s)^T=\lambda(1,s)^T$ gives $\lambda=gs$, and the second gives $g+hs=gs^2$. With $D=\sqrt{h^2+4g^2}$, the lower root is $\lambda=(h-D)/2$. For $g\neq0$ this means

$$s=\frac{h-D}{2g}=\frac{h^2-D^2}{2g(h+D)}=\frac{-2g}{h+D}.$$

The last form also gives the correct $s=0$ when $g=0$ and $h>0$.

To see that $\lambda$ is lowest, write the second row as $g=-(h-gs)s$. For any vector $v=(v_0,v_1)$ it follows that

$$v^TAv-gs\,v^Tv=(h-gs)(v_1-sv_0)^2\ge0,$$

because $gs=-2g^2/(h+D)\le0<h$.

The theorem states the eigenvalue equation and this bound for all real `v`, assuming $h>0$, which holds everywhere on the model curve. The eigenvector is left unnormalised; the unit vector is $(1,s)/\sqrt{1+s^2}$. In the proof, `key` is the second row, `hgs` is the sign of $gs$, and `e3` is the nonnegative square.

```lean
/-- For positive curvature, the RFO step `s` gives an eigenvector `(1, s)` of the augmented Hessian,
and its eigenvalue `g s` is the lowest one: the quadratic form at any real `v` is at least `g s`
times `v ⬝ᵥ v`. -/
theorem rfoStep_lowest_eigenvector (g h : ℝ) (hh : 0 < h) :
    augmentedHessian g h *ᵥ ![1, rfoStep g h] = (g * rfoStep g h) • ![1, rfoStep g h] ∧
    ∀ v : Fin 2 → ℝ, g * rfoStep g h * (v ⬝ᵥ v) ≤ v ⬝ᵥ (augmentedHessian g h *ᵥ v) := by
  have hD : √(h ^ 2 + 4 * g ^ 2) ^ 2 = h ^ 2 + 4 * g ^ 2 := Real.sq_sqrt (by positivity)
  have hq : 0 < h + √(h ^ 2 + 4 * g ^ 2) := by positivity
  have hs : rfoStep g h * (h + √(h ^ 2 + 4 * g ^ 2)) = -2 * g :=
    div_mul_cancel₀ _ hq.ne'
  generalize rfoStep g h = s at *
  generalize √(h ^ 2 + 4 * g ^ 2) = D at *
  -- the second row of the eigenvalue equation
  have key : g + h * s = g * s * s := by
    apply mul_right_cancel₀ (pow_ne_zero 2 hq.ne')
    linear_combination (h * (h + D) - g * (s * (h + D) - 2 * g)) * hs + g * hD
  have hgs : g * s ≤ 0 := by
    by_contra hc
    have h1 := mul_pos (not_le.1 hc) hq
    have h2 : g * s * (h + D) = -2 * g ^ 2 := by linear_combination g * hs
    linarith [sq_nonneg g]
  constructor
  · ext i
    fin_cases i
    · simp [augmentedHessian, Matrix.mulVec, dotProduct, Fin.sum_univ_two]
    · simp [augmentedHessian, Matrix.mulVec, dotProduct, Fin.sum_univ_two]
      linarith [key]
  · intro v
    have e1 : v ⬝ᵥ (augmentedHessian g h *ᵥ v)
        = v 0 * (g * v 1) + v 1 * (g * v 0 + h * v 1) := by
      simp [augmentedHessian, Matrix.mulVec, dotProduct, Fin.sum_univ_two]
    have e2 : v ⬝ᵥ v = v 0 * v 0 + v 1 * v 1 := by simp [dotProduct, Fin.sum_univ_two]
    -- the shifted quadratic form is a nonnegative multiple of a square
    have e3 : 0 ≤ (h - g * s) * (v 1 - s * v 0) ^ 2 :=
      mul_nonneg (by linarith) (sq_nonneg _)
    rw [e1, e2]
    linear_combination e3 - (2 * v 0 * v 1 - s * v 0 ^ 2) * key
```

## Gradient and curvature

Two facts about the curve are used throughout: $f>0$ and $f^2=1+x^2$.

```lean
lemma energy_pos (x : ℝ) : 0 < energy x := Real.sqrt_pos.2 (by positivity)

lemma energy_sq (x : ℝ) : energy x ^ 2 = 1 + x ^ 2 := Real.sq_sqrt (by positivity)
```

The chain rule gives $f'=2x/(2f)=x/f$. The quotient rule then gives

$$f''=\frac{f-x\cdot x/f}{f^2}=\frac{f^2-x^2}{f^3}=\frac1{f^3}.$$

The Lean proof takes the same two steps. Each goes through `HasDerivAt`, which establishes that the derivative exists as well as its value.

```lean
/-- The gradient of the model curve is `x / f(x)` and its curvature is `1 / f(x)³`. -/
theorem energy_derivatives :
    deriv energy = (fun x => x / energy x) ∧
    deriv (deriv energy) = fun x => 1 / energy x ^ 3 := by
  have h1 : ∀ x, HasDerivAt energy (x / energy x) x := fun x => by
    have h : HasDerivAt (fun y : ℝ => 1 + y ^ 2) (2 * x) x :=
      ((hasDerivAt_pow 2 x).const_add 1).congr_deriv (by norm_num)
    exact (h.sqrt (by positivity)).congr_deriv (mul_div_mul_left _ _ two_ne_zero)
  have d1 : deriv energy = fun x => x / energy x := funext fun x => (h1 x).deriv
  refine ⟨d1, ?_⟩
  rw [d1]
  funext x
  have hr := energy_pos x
  have hr2 := energy_sq x
  refine (((hasDerivAt_id' x).fun_div (h1 x) hr.ne').congr_deriv ?_).deriv
  generalize energy x = r at *
  field_simp
  linear_combination hr2
```

## Newton's map cubes the distance

Substituting the derivatives,

$$x-\frac{x/f}{1/f^3}=x-xf^2=x-x(1+x^2)=-x^3.$$

```lean
/-- On the model curve Newton's update is `x ↦ -x³`. -/
theorem newtonMap_energy (x : ℝ) : newtonMap energy x = -x ^ 3 := by
  have hr := energy_pos x
  have h : x / energy x / (1 / energy x ^ 3) = x * energy x ^ 2 := by field_simp
  have d1 : deriv energy x = x / energy x := congrFun energy_derivatives.1 x
  have d2 : deriv (deriv energy) x = 1 / energy x ^ 3 := congrFun energy_derivatives.2 x
  rw [newtonMap, d2, d1, h, energy_sq]
  ring
```

Each step therefore cubes the distance from the minimum. If $x_k$ is the point after $k$ steps from $x$, then $|x_k|=|x|^{3^k}$, by induction on $k$. Lean writes $x_k$ as `(newtonMap energy)^[k] x`, where `^[k]` means $k$-fold application and not a power.

```lean
/-- After `k` Newton steps the distance from the minimum is `|x|` to the power `3^k`. -/
theorem abs_newton_iterate (x : ℝ) (k : ℕ) :
    |(newtonMap energy)^[k] x| = |x| ^ 3 ^ k := by
  induction k with
  | zero => simp
  | succ k ih =>
    rw [Function.iterate_succ_apply', newtonMap_energy, abs_neg, abs_pow, ih, ← pow_mul,
      ← pow_succ]
```

The exponent grows without bound, since $k\le3^k$.

```lean
lemma tendsto_three_pow : Tendsto (fun k : ℕ => 3 ^ k) atTop (atTop : Filter ℕ) :=
  tendsto_atTop_mono (fun _ => (Nat.lt_pow_self (by norm_num)).le) tendsto_id
```

If $|x|<1$, then $|x|^{3^k}\to0$. If $|x|\ge1$, every iterate has distance at least $1$ from the minimum, so the limit cannot be $0$. If $|x|>1$, the distance tends to infinity. In the statement, `𝓝 0` denotes convergence to zero, and the final `atTop` denotes growth beyond every bound. The three branches of the proof are these cases, with the first implication proved by contradiction.

```lean
/-- Newton's iteration on the model curve reaches the minimum in the limit exactly when it
starts at `|x| < 1`; from `|x| > 1` the distance from the minimum grows without bound. -/
theorem newton_basin (x : ℝ) :
    (Tendsto (fun k => (newtonMap energy)^[k] x) atTop (𝓝 0) ↔ |x| < 1) ∧
    (1 < |x| → Tendsto (fun k => |(newtonMap energy)^[k] x|) atTop atTop) := by
  refine ⟨⟨fun h => ?_, fun h => ?_⟩, fun h => ?_⟩
  · by_contra hx
    have h0 : Tendsto (fun k => |(newtonMap energy)^[k] x|) atTop (𝓝 0) := by
      simpa using h.abs
    have h1 : (1 : ℝ) ≤ 0 := ge_of_tendsto' h0 fun k => by
      rw [abs_newton_iterate]
      exact one_le_pow₀ (not_lt.1 hx)
    linarith
  · refine (tendsto_zero_iff_abs_tendsto_zero _).2 ?_
    refine Tendsto.congr (fun k => (abs_newton_iterate x k).symm) ?_
    exact (tendsto_pow_atTop_nhds_zero_of_lt_one (abs_nonneg x) h).comp tendsto_three_pow
  · refine Tendsto.congr (fun k => (abs_newton_iterate x k).symm) ?_
    exact (tendsto_pow_atTop_atTop_of_one_lt h).comp tendsto_three_pow
```

## The RFO map in closed form

With $g=x/f$ and $h=1/f^3$,

$$h^2+4g^2=\frac{1+4x^2f^4}{f^6}.$$

Set $S=\sqrt{1+4x^2(1+x^2)^2}$. Then $\sqrt{h^2+4g^2}=S/f^3$, and the RFO step is

$$s=\frac{-2x/f}{(1+S)/f^3}=-x\,q,\qquad q=\frac{2(1+x^2)}{1+S}.$$

The new point is $x(1-q)$. In the next proof, `hin` is the identity under the root, and the letter `S` there stands for the whole denominator $1+S$.

```lean
/-- The RFO update on the model curve in closed form. -/
theorem rfoMap_energy (x : ℝ) : rfoMap energy x =
    x * (1 - 2 * (1 + x ^ 2) / (1 + √(1 + 4 * x ^ 2 * (1 + x ^ 2) ^ 2))) := by
  have hr := energy_pos x
  have hr2 := energy_sq x
  have d1 : deriv energy x = x / energy x := congrFun energy_derivatives.1 x
  have d2 : deriv (deriv energy) x = 1 / energy x ^ 3 := congrFun energy_derivatives.2 x
  rw [rfoMap, rfoStep, d2, d1]
  clear d1 d2
  generalize energy x = r at *
  have hin : (1 / r ^ 3) ^ 2 + 4 * (x / r) ^ 2
      = (1 + 4 * x ^ 2 * (1 + x ^ 2) ^ 2) / (r ^ 3) ^ 2 := by
    rw [← hr2]
    field_simp
  rw [hin, Real.sqrt_div (by positivity), Real.sqrt_sq (by positivity), ← add_div]
  have hS : 0 < 1 + √(1 + 4 * x ^ 2 * (1 + x ^ 2) ^ 2) := by positivity
  generalize 1 + √(1 + 4 * x ^ 2 * (1 + x ^ 2) ^ 2) = S at *
  rw [← hr2]
  field_simp
  ring
```

## Every step shortens the distance

It remains to show $0<q<2$. Positivity is clear. The upper bound is equivalent to $x^2<S$, which follows by comparing squares:

$$S^2-x^4=1+4x^2+7x^4+4x^6>0.$$

Hence $|1-q|<1$, and $|x(1-q)|<|x|$ whenever $x\ne0$. The proof establishes $x^2<S$ as `hS` and the two bounds on $q$ as `q0` and `q2`; here `S` is the root itself.

```lean
/-- Each RFO step on the model curve brings a nonzero `x` strictly closer to the minimum. -/
theorem abs_rfoMap_lt (x : ℝ) (hx : x ≠ 0) : |rfoMap energy x| < |x| := by
  have hS : x ^ 2 < √(1 + 4 * x ^ 2 * (1 + x ^ 2) ^ 2) := by
    rw [Real.lt_sqrt (by positivity)]
    have h2 : 0 ≤ 4 * x ^ 2 + 7 * x ^ 4 + 4 * x ^ 6 := by positivity
    linarith [show 1 + 4 * x ^ 2 * (1 + x ^ 2) ^ 2 - (x ^ 2) ^ 2
      = 1 + (4 * x ^ 2 + 7 * x ^ 4 + 4 * x ^ 6) by ring]
  rw [rfoMap_energy, abs_mul]
  generalize √(1 + 4 * x ^ 2 * (1 + x ^ 2) ^ 2) = S at *
  have hp : 0 < 1 + S := by linarith [sq_nonneg x]
  -- the relative step length lies strictly between 0 and 2
  have q0 : 0 < 2 * (1 + x ^ 2) / (1 + S) := by positivity
  have q2 : 2 * (1 + x ^ 2) / (1 + S) < 2 := by
    rw [div_lt_iff₀ hp]
    linarith
  exact mul_lt_of_lt_one_right (abs_pos.2 hx) (abs_lt.2 ⟨by linarith, by linarith⟩)
```

## From shorter distances to convergence

Strict decrease alone does not give convergence to $0$. The discontinuous rule that sends $x>1$ to $(1+x)/2$ and every other $x$ to $x/2$ decreases $|x|$ at each nonzero point, yet from $2$ it tends to $1$.

Suppose, then, that $T$ is continuous and $|T(x)|<|x|$ for $x\neq0$. By continuity $|T(y)|\le|y|$ also holds at $y=0$. Now let $x_k$ be the iterates of $T$. The distances $|x_k|$ decrease and are bounded below by $0$, so they have a limit $L\ge0$. The signs of the $x_k$ are unknown, but in either case

$$|x_{k+1}|\le\max\bigl(|T(|x_k|)|,\ |T(-|x_k|)|\bigr).$$

Letting $k\to\infty$ gives $L\le\max(|T(L)|,|T(-L)|)$. If $L$ were positive, both entries would be smaller than $L$, a contradiction. So $L=0$.

In Lean, `anti` is the decrease of the distances, `hlim` is the inequality for the limit, and `hz` is the contradiction.

```lean
/-- If a continuous update rule on the line brings every nonzero point strictly closer to `0`,
then its iterates tend to `0` from every start. -/
theorem tendsto_iterate_of_abs_lt (T : ℝ → ℝ) (hT : Continuous T)
    (h : ∀ x, x ≠ 0 → |T x| < |x|) (x : ℝ) :
    Tendsto (fun k => T^[k] x) atTop (𝓝 0) := by
  have hle : ∀ y, |T y| ≤ |y| := fun y =>
    (isClosed_le hT.abs continuous_abs).closure_subset_iff.2
      (fun z hz => (h z hz).le) (dense_compl_singleton (0 : ℝ) y)
  have anti : Antitone (fun k => |T^[k] x|) := antitone_nat_of_succ_le fun k => by
    simp only [Function.iterate_succ_apply']
    exact hle _
  -- the distances decrease to some limit `L`
  obtain ⟨L, hL⟩ : ∃ L, Tendsto (fun k => |T^[k] x|) atTop (𝓝 L) :=
    ⟨_, tendsto_atTop_ciInf anti ⟨0, by rintro _ ⟨k, rfl⟩; exact abs_nonneg _⟩⟩
  have hL0 : 0 ≤ L := ge_of_tendsto' hL fun k => abs_nonneg _
  have hc : Continuous fun y => max |T y| |T (-y)| :=
    hT.abs.max (hT.comp continuous_neg).abs
  have hlim : L ≤ max |T L| |T (-L)| := by
    refine le_of_tendsto_of_tendsto' (hL.comp (tendsto_add_atTop_nat 1))
      ((hc.tendsto L).comp hL) fun k => ?_
    change |T^[k + 1] x| ≤ max |T (|T^[k] x|)| |T (-|T^[k] x|)|
    rw [Function.iterate_succ_apply']
    rcases abs_choice (T^[k] x) with e | e
    · rw [e]
      exact le_max_left _ _
    · rw [e, neg_neg]
      exact le_max_right _ _
  -- a positive limit would itself be moved strictly closer to `0`
  have hz : L = 0 := by
    by_contra hne
    have h1 := h L hne
    have h2 := h (-L) (neg_ne_zero.2 hne)
    rw [abs_neg L] at h2
    rw [abs_of_nonneg hL0] at h1 h2
    exact absurd hlim (not_le_of_gt (max_lt h1 h2))
  rw [hz] at hL
  exact (tendsto_zero_iff_abs_tendsto_zero _).2 hL
```

## Newton and RFO side by side

The RFO map is continuous, because its closed form has the positive denominator $1+S$. The preceding principle therefore applies to it.

The theorem joins three statements: the Newton distances from $x=2$ tend to infinity, each RFO step from a nonzero point strictly decreases $|x|$, and the RFO iterates tend to $0$ from every real start. It gives no rate of convergence.

```lean
/-- On the curve `√(1 + x²)` Newton's iteration diverges from `x = 2`, whereas every RFO step
strictly decreases `|x|` for nonzero `x` and the RFO iteration tends to `0` from every start. -/
theorem rfo_converges_where_newton_diverges :
    Tendsto (fun k => |(newtonMap energy)^[k] 2|) atTop atTop ∧
    (∀ x, x ≠ 0 → |rfoMap energy x| < |x|) ∧
    ∀ x, Tendsto (fun k => (rfoMap energy)^[k] x) atTop (𝓝 0) := by
  refine ⟨(newton_basin 2).2 (by norm_num), abs_rfoMap_lt,
    tendsto_iterate_of_abs_lt _ ?_ abs_rfoMap_lt⟩
  rw [show rfoMap energy = _ from funext rfoMap_energy]
  refine continuous_id'.mul (continuous_const.sub (Continuous.div ?_ ?_ ?_))
  · fun_prop
  · fun_prop
  · intro x
    positivity

end

end RFOGlobalConvergence
```

```lean
#print axioms RFOGlobalConvergence.rfoStep_lowest_eigenvector
#print axioms RFOGlobalConvergence.rfo_converges_where_newton_diverges
```

```
'RFOGlobalConvergence.rfoStep_lowest_eigenvector' depends on axioms: [propext, Classical.choice, Quot.sound]
'RFOGlobalConvergence.rfo_converges_where_newton_diverges' depends on axioms: [propext, Classical.choice, Quot.sound]
```

## A narrower well can trap the same iteration

The convergence belongs to this curve and does not extend to all convex ones. On $\sqrt{a^2+x^2}$ with $a=0.01$, the RFO step at $x=0.1$ has length about $0.95$, more than $2x$, while at $x=1$ it is shorter than $2x$. By continuity there is a point in between where the step is exactly $-2x$, and from there the iteration jumps between $x$ and $-x$ forever. This is an informal argument, but it shows why the step from the present theorem to a molecular energy surface, with many coordinates and often an approximate Hessian, needs further justification.
